# With L = Z/(2c), the energy mc²(1 − L²)/(1 + L²) less mc² tends to −mZ²/2 as c → ∞

The theorem concerns an energy given by the formula mc²(1 − L²)/(1 + L²), where L = Z/(2c) is a dimensionless coupling. It says that for fixed real m and Z, of any sign, this energy measured from the rest energy mc² tends to −mZ²/2 as c tends to infinity. The formula is taken as a definition and isn't derived from a wave equation. The proof first shows that L tends to 0, so that −(mZ²/2)/(1 + L²) tends to −mZ²/2. It then sets out to show that for every c > 0 this quotient equals the energy less mc² exactly, which carries the limit over.

The failing Lean file:

```lean
import Mathlib

open Filter Topology Matrix Complex Set

namespace NonrelativisticLimit

noncomputable section

/-- The dimensionless coupling `L = Z / (2c)`, for `c ≠ 0`. -/
def coupling (c Z : ℝ) : ℝ := Z / (2 * c)

/-- The energy `m c² (1 - L²) / (1 + L²)`, for `c ≠ 0`. -/
def energy (m c Z : ℝ) : ℝ :=
  m * c ^ 2 * (1 - coupling c Z ^ 2) / (1 + coupling c Z ^ 2)

/-- For fixed `m` and `Z`, the energy measured from the rest energy `m c²` tends to
`-m Z² / 2` as `c` grows. -/
theorem nonrelativistic_limit (m Z : ℝ) :
    Tendsto (fun c => energy m c Z - m * c ^ 2) atTop (𝓝 (-(m * Z ^ 2 / 2))) := by
  have hL : Tendsto (fun c => coupling c Z) atTop (𝓝 0) :=
    tendsto_const_nhds.div_atTop (tendsto_id.const_mul_atTop two_pos)
  have h : Tendsto (fun c => -(m * Z ^ 2 / 2) / (1 + coupling c Z ^ 2)) atTop
      (𝓝 (-(m * Z ^ 2 / 2) / (1 + 0 ^ 2))) :=
    tendsto_const_nhds.div ((hL.pow 2).const_add 1) (by norm_num)
  have h1 : -(m * Z ^ 2 / 2) / (1 + 0 ^ 2) = -(m * Z ^ 2 / 2) := by norm_num
  rw [h1] at h
  refine h.congr' ((eventually_gt_atTop 0).mono fun c hc => ?_)
  -- the exact binding energy at finite c
  have h3 : 1 + coupling c Z ^ 2 ≠ 0 := by positivity
  have hZ : Z = 2 * c * coupling c Z := by
    have := ne_of_gt hc
    unfold coupling
    field_simp
  rw [energy, div_eq_iff h3, sub_mul, div_mul_cancel₀ _ h3]
  linear_combination (-(m / 2) * (Z + 2 * c * coupling c Z)) * hZ

end

end NonrelativisticLimit
```

The compiler's answer:

```
Main.lean:34:6: error: Failed to rewrite using equation theorems for `energy`
```

As a diff, the version that Lean accepts:

```diff
@@ -26,5 +26,6 @@
   rw [h1] at h
   refine h.congr' ((eventually_gt_atTop 0).mono fun c hc => ?_)
-  -- the exact binding energy at finite c
+  -- the exact energy measured from the rest energy, at finite c
+  show -(m * Z ^ 2 / 2) / (1 + coupling c Z ^ 2) = energy m c Z - m * c ^ 2
   have h3 : 1 + coupling c Z ^ 2 ≠ 0 := by positivity
   have hZ : Z = 2 * c * coupling c Z := by
```

The message says that `rw [energy]` could not use the defining equation of `energy` to rewrite the goal. After the `refine`, the right side of the goal is still a function applied to `c`, namely `(fun c => energy m c Z - m * c ^ 2) c`. The `c` inside `energy m c Z` is therefore the function's own bound variable, and `rw` can't rewrite a term that contains a variable bound within the goal. It doesn't carry out the application before it searches, so it finds nothing to rewrite.

The added `show` states the goal with that application carried out. Lean accepts it because the two forms are equal by definition. Now `energy m c Z` contains the `c` introduced by `fun c hc`, which is an ordinary local variable, and `rw` can unfold it. The rest of the proof then goes through as it stood.

The reworded comment has no effect on the compilation. It now describes the quantity in the goal, the energy measured from the rest energy, where the old one spoke of a binding energy, which by the usual convention has the opposite sign.
